# A Hubbard correction can straighten a quadratic energy curve and still shift the ionization energy

Let a frontier spin orbital hold x electrons, 0 ≤ x ≤ 1, with energy x²/2 − 2x, and let an atomic sphere capture half of its charge, n = x/2. Add the Hubbard term U(n − n²)/2 with U = 4:

x²/2 − 2x + 4(x/2 − x²/4)/2 = −x.

The curve is now straight, but the energy needed to remove the electron has fallen from 3/2 to 1. The sphere holds n = 1/2 when the orbital is full, so the correction does not vanish there.

```lean
import Mathlib

open Finset

namespace LeakingSphereLinearity

noncomputable section
```

In general the uncorrected energy is E(x) = E0 + a x + K x²/2. The constant K stands for the curvature an approximate functional gives at fractional charge.

```lean
/-- Energy as a function of the electron number `x` of the frontier orbital,
with curvature `K`. -/
def energy (E0 a K x : ℝ) : ℝ := E0 + a * x + K * x ^ 2 / 2
```

The sphere occupation is n(x) = c + w x: a background c plus a fraction w of the frontier electron. This linear response is assumed, with no relaxation when U is switched on.

```lean
/-- Occupation found inside the atomic sphere: a background `c` plus the
fraction `w` of the frontier electron. -/
def occupation (c w x : ℝ) : ℝ := c + w * x
```

The corrected energy is f(x) = E(x) + U(n − n²)/2.

```lean
/-- Energy with the Hubbard correction `U (n - n²) / 2` for the sphere occupation `n`. -/
def corrected (E0 a K c w U x : ℝ) : ℝ :=
  energy E0 a K x + U * (occupation c w x - occupation c w x ^ 2) / 2
```

"Straight" means agreement with some p + q x on the closed interval [0,1].

```lean
/-- The energy curve is a straight line for electron numbers between 0 and 1. -/
def IsAffineOnUnit (f : ℝ → ℝ) : Prop :=
  ∃ p q : ℝ, ∀ x ∈ Set.Icc (0 : ℝ) 1, f x = p + q * x
```

The ionization energy of a curve g is I(g) = g(0) − g(1), the energy without the electron minus the energy with it.

```lean
/-- Energy needed to remove the frontier electron, from `x = 1` to `x = 0`. -/
def ionizationEnergy (f : ℝ → ℝ) : ℝ := f 0 - f 1
```

All parameters are real numbers; c and w are not confined to physical occupations.

## (a) Straightness of a quadratic

Show that p + q x + r x² is straight on [0,1] exactly when

r = 0.

For any curve g, form g(0) − 2g(1/2) + g(1). A straight line gives 0 and the quadratic gives r/2, so r = 0. Conversely, if r = 0, the curve is p + q x. In the proof, `h0`, `h1` and `h2` are the three point values, and `linarith` finds the combination.

```lean
/-- A quadratic energy curve is straight between 0 and 1 exactly when its
quadratic coefficient vanishes. -/
theorem quadratic_affine_iff (p q r : ℝ) :
    IsAffineOnUnit (fun x => p + q * x + r * x ^ 2) ↔ r = 0 := by
  constructor
  · rintro ⟨p', q', h⟩
    -- compare the midpoint with the two endpoints
    have h0 : p + q * 0 + r * 0 ^ 2 = p' + q' * 0 :=
      h 0 ⟨by norm_num, by norm_num⟩
    have h1 : p + q * 1 + r * 1 ^ 2 = p' + q' * 1 :=
      h 1 ⟨by norm_num, by norm_num⟩
    have h2 : p + q * (1 / 2) + r * (1 / 2) ^ 2 = p' + q' * (1 / 2) :=
      h (1 / 2) ⟨by norm_num, by norm_num⟩
    linarith
  · intro hr
    refine ⟨p, q, fun x _ => ?_⟩
    simp only [hr]
    ring
```

## (b) Endpoint shift for any U

Show that

I(f) − I(E) = U w(2c + w − 1)/2.

The energies E cancel, leaving the correction at n = c minus that at n = c + w:

U[c − c² − (c + w) + (c + w)²]/2 = U[−w + 2cw + w²]/2.

Factoring out w gives the result. Lean unfolds the definitions and `ring` does this algebra.

```lean
/-- For any `U`, the correction changes the ionization energy by
`U w (2c + w - 1) / 2`. -/
theorem ionization_shift (E0 a K c w U : ℝ) :
    ionizationEnergy (corrected E0 a K c w U) - ionizationEnergy (energy E0 a K)
      = U * w * (2 * c + w - 1) / 2 := by
  simp only [ionizationEnergy, corrected, energy, occupation]
  ring
```

## (c) Straight curve, unchanged ionization energy

Let K ≠ 0 and w ≠ 0. Show that f is straight exactly when

U = K/w²,

and that for this U, I(f) = I(E) exactly when

2c + w = 1.

Collect powers of x:

f(x) = E0 + U(c − c²)/2 + [a + U(w − 2cw)/2] x + [(K − U w²)/2] x².

By (a), f is straight exactly when U w² = K. At this U, the prefactor U w = K/w in (b) is nonzero, so the shift vanishes only if 2c + w = 1. This says n(0) + n(1) = 1: the correction is then equal at both ends. If K = 0 and w ≠ 0, a straight curve requires U = 0, and nothing shifts, whatever c is.

In Lean, `key` is the collected form, `hUw` the nonzero prefactor and `shift` the result of (b).

In this simplified model of DFT+U with sphere-projected occupations, a straight energy curve alone does not guarantee an unchanged ionization energy.

```lean
/-- If `K ≠ 0` and the sphere occupation responds to the frontier electron (`w ≠ 0`), the corrected
energy is a straight line exactly when `U = K / w²`. This `U` keeps the ionization energy of the
uncorrected curve exactly when `2c + w = 1`. -/
theorem linearity_and_ionization (E0 a K c w U : ℝ) (hK : K ≠ 0) (hw : w ≠ 0) :
    (IsAffineOnUnit (corrected E0 a K c w U) ↔ U = K / w ^ 2) ∧
    (U = K / w ^ 2 →
      (ionizationEnergy (corrected E0 a K c w U) = ionizationEnergy (energy E0 a K)
        ↔ 2 * c + w = 1)) := by
  constructor
  · -- collect powers of the electron number
    have key : corrected E0 a K c w U = fun x =>
        (E0 + U * (c - c ^ 2) / 2) + (a + U * (w - 2 * c * w) / 2) * x
          + ((K - U * w ^ 2) / 2) * x ^ 2 := by
      funext x
      simp only [corrected, energy, occupation]
      ring
    rw [key, quadratic_affine_iff, eq_div_iff (pow_ne_zero 2 hw)]
    constructor <;> intro h <;> linarith
  · intro hU
    have hUw : U * w ≠ 0 := by
      rw [hU]
      exact mul_ne_zero (div_ne_zero hK (pow_ne_zero 2 hw)) hw
    have shift := ionization_shift E0 a K c w U
    constructor
    · intro h
      have hz : U * w * (2 * c + w - 1) = 0 := by linarith
      rcases mul_eq_zero.mp hz with h' | h'
      · exact absurd h' hUw
      · linarith
    · intro h
      have hz : 2 * c + w - 1 = 0 := by linarith
      rw [hz, mul_zero, zero_div] at shift
      linarith
```

## (d) Slope of the straightened curve

For w ≠ 0 and U = K/w², show that at every x

f′(x) = −I(E) + K(1 − 2c − w)/(2w).

The linear f has slope f(1) − f(0) = −I(f). Insert (b) with U w = K/w. Lean writes f as a constant plus this slope times `y`, then differentiates.

```lean
/-- For `w ≠ 0` and `U = K / w²`, the slope of the corrected energy is the same at every
electron number: minus the uncorrected ionization energy, plus `K (1 - 2c - w) / (2w)`. -/
theorem slope_of_linearized (E0 a K c w x : ℝ) (hw : w ≠ 0) :
    HasDerivAt (corrected E0 a K c w (K / w ^ 2))
      (-ionizationEnergy (energy E0 a K) + K * (1 - 2 * c - w) / (2 * w)) x := by
  have key : corrected E0 a K c w (K / w ^ 2) = fun y =>
      (E0 + K / w ^ 2 * (c - c ^ 2) / 2) +
        (-ionizationEnergy (energy E0 a K) + K * (1 - 2 * c - w) / (2 * w)) * y := by
    funext y
    simp only [corrected, ionizationEnergy, energy, occupation]
    field_simp
    ring
  rw [key]
  exact (((hasDerivAt_id' x).const_mul _).const_add _).congr_deriv (mul_one _)
```

## (e) A sphere holding four fifths of the electron

Take c = 0, w = 4/5 and U = K/w². Show that

I(f) = I(E) − K/8.

Here U = 25K/16, and (b) gives (25K/16)(4/5)(−1/5)/2 = −K/8. Lean evaluates the definitions directly.

```lean
/-- A sphere with no background that holds four fifths of the frontier electron:
with `U = K / w²` the ionization energy is lowered by `K / 8`. -/
theorem leaking_sphere_shift (E0 a K : ℝ) :
    ionizationEnergy (corrected E0 a K 0 (4 / 5) (K / (4 / 5) ^ 2))
      = ionizationEnergy (energy E0 a K) - K / 8 := by
  simp only [ionizationEnergy, corrected, energy, occupation]
  ring
```

## (f) Anchoring the correction at the endpoints

Replace n − n² by (n − n(0))(n(1) − n).

```lean
/-- Energy with a correction that vanishes at the sphere occupations
actually reached at `x = 0` and `x = 1`. -/
def anchored (E0 a K c w U x : ℝ) : ℝ :=
  energy E0 a K x + U * ((occupation c w x - occupation c w 0) *
    (occupation c w 1 - occupation c w x)) / 2
```

For w ≠ 0 and U = K/w², show that the new energy is

(1 − x)E(0) + x E(1).

The two factors are w x and w(1 − x), so the correction is K x(1 − x)/2. Adding E(x) gives E0 + (a + K/2)x, the line through the original endpoints. In Lean, `h` records U w² = K, and `linear_combination` uses it with weight x(1 − x)/2.

```lean
/-- For `w ≠ 0` and `U = K / w²`, the anchored correction gives the straight line
between the uncorrected energies at `x = 0` and `x = 1`. -/
theorem anchored_eq_chord (E0 a K c w x : ℝ) (hw : w ≠ 0) :
    anchored E0 a K c w (K / w ^ 2) x
      = (1 - x) * energy E0 a K 0 + x * energy E0 a K 1 := by
  have h : K / w ^ 2 * w ^ 2 = K := div_mul_cancel₀ _ (pow_ne_zero 2 hw)
  generalize K / w ^ 2 = U at h ⊢
  simp only [anchored, energy, occupation]
  linear_combination (x * (1 - x) / 2) * h
```

## (g) A shell of orbitals

Let spin orbital m have occupation n_m = c_m + w_m x, and let one U act on the sum of all n_m − n_m². Only these individual occupations enter, without off-diagonal elements of an occupation matrix.

```lean
/-- Energy with one common `U` acting on the occupations of all orbitals
of a localized shell. -/
def shellCorrected {ι : Type*} [Fintype ι] (E0 a K : ℝ) (c w : ι → ℝ) (U x : ℝ) : ℝ :=
  energy E0 a K x +
    U * (∑ m, (occupation (c m) (w m) x - occupation (c m) (w m) x ^ 2)) / 2
```

Show that the corrected energy is straight exactly when

U Σ w_m² = K,

and that for any U the ionization energy changes by

U Σ w_m(2c_m + w_m − 1)/2.

The x² coefficient is now (K − U Σ w_m²)/2, so (a) gives the first claim. The endpoint difference of (b), taken orbital by orbital and summed, gives the second. In Lean, `hs` collects powers inside the sum and `hd` sums the endpoint differences.

```lean
/-- For a shell of orbitals, the corrected energy is a straight line exactly when
`U ∑ w² = K`, and for any `U` the ionization energy changes by
`U ∑ w (2c + w - 1) / 2`. -/
theorem shell_linearity_and_shift {ι : Type*} [Fintype ι]
    (E0 a K : ℝ) (c w : ι → ℝ) (U : ℝ) :
    (IsAffineOnUnit (shellCorrected E0 a K c w U) ↔ U * ∑ m, w m ^ 2 = K) ∧
    ionizationEnergy (shellCorrected E0 a K c w U) - ionizationEnergy (energy E0 a K)
      = U * (∑ m, w m * (2 * c m + w m - 1)) / 2 := by
  constructor
  · -- the sum over orbitals is again quadratic in the electron number
    have hs : ∀ x : ℝ,
        ∑ m, (occupation (c m) (w m) x - occupation (c m) (w m) x ^ 2)
          = ∑ m, (c m - c m ^ 2) + x * ∑ m, (w m - 2 * c m * w m)
            - x ^ 2 * ∑ m, w m ^ 2 := by
      intro x
      rw [mul_sum, mul_sum, ← sum_add_distrib, ← sum_sub_distrib]
      refine sum_congr rfl fun m _ => ?_
      simp only [occupation]
      ring
    have key : shellCorrected E0 a K c w U = fun x =>
        (E0 + U * (∑ m, (c m - c m ^ 2)) / 2)
          + (a + U * (∑ m, (w m - 2 * c m * w m)) / 2) * x
          + ((K - U * ∑ m, w m ^ 2) / 2) * x ^ 2 := by
      funext x
      simp only [shellCorrected, hs, energy]
      ring
    rw [key, quadratic_affine_iff]
    constructor <;> intro h <;> linarith
  · -- only the endpoint occupations matter for the shift
    have hd : ∑ m, (occupation (c m) (w m) 0 - occupation (c m) (w m) 0 ^ 2)
        - ∑ m, (occupation (c m) (w m) 1 - occupation (c m) (w m) 1 ^ 2)
          = ∑ m, w m * (2 * c m + w m - 1) := by
      rw [← sum_sub_distrib]
      refine sum_congr rfl fun m _ => ?_
      simp only [occupation]
      ring
    simp only [ionizationEnergy, shellCorrected]
    linear_combination (U / 2) * hd

end

end LeakingSphereLinearity
```

```lean
#print axioms LeakingSphereLinearity.linearity_and_ionization
#print axioms LeakingSphereLinearity.leaking_sphere_shift
#print axioms LeakingSphereLinearity.anchored_eq_chord
#print axioms LeakingSphereLinearity.shell_linearity_and_shift
```

```
'LeakingSphereLinearity.linearity_and_ionization' depends on axioms: [propext, Classical.choice, Quot.sound]
'LeakingSphereLinearity.leaking_sphere_shift' depends on axioms: [propext, Classical.choice, Quot.sound]
'LeakingSphereLinearity.anchored_eq_chord' depends on axioms: [propext, Classical.choice, Quot.sound]
'LeakingSphereLinearity.shell_linearity_and_shift' depends on axioms: [propext, Classical.choice, Quot.sound]
```
